# For a parity-conserving Hamiltonian, parity-odd pool operators have zero gradient on parity eigenstates

The gradient of a pool operator can be modelled as the expectation value of a commutator or as the derivative of an energy curve. The first is pure algebra, while the second is the initial slope of the energy, which an adaptive ansatz is meant to lower. Here the commutator form is proved first, and a separate theorem then identifies it, for an anti-Hermitian pool operator, with the derivative at zero parameter.

Operators are complex matrices `Matrix n n ℂ` over a finite basis `n`, and a state is a vector \(v\) of type `n → ℂ`. With \(\langle v,w\rangle=v^\dagger w\), `expect M v` is \(\langle v,Mv\rangle\). For a Hamiltonian \(H\), a pool operator \(A\) and a real parameter \(\theta\), `energy H A v θ` is

\[
E(\theta)=\langle e^{\theta A}v,\;H\,e^{\theta A}v\rangle .
\]

The state need not be normalised, so the usual expectation value is `expect M v` divided by \(\langle v,v\rangle\). Values are complex numbers, because \(H\) is not assumed Hermitian; for Hermitian \(H\) the energy is real.

```lean
import Mathlib

open Matrix

namespace AdaptiveAnsatzSymmetry

noncomputable section

variable {n : Type*} [Fintype n] [DecidableEq n]

/-- The expectation value `⟨v, M v⟩` of an operator in a (not necessarily normalised) state. -/
def expect {n : Type*} [Fintype n] (M : Matrix n n ℂ) (v : n → ℂ) : ℂ :=
  star v ⬝ᵥ (M *ᵥ v)

/-- The energy after the pool operator `A` has acted on `v` through `exp (θ A)`. -/
def energy (H A : Matrix n n ℂ) (v : n → ℂ) (θ : ℝ) : ℂ :=
  expect H (NormedSpace.exp (θ • A) *ᵥ v)
```

The first lemma changes from the Schrödinger to the Heisenberg picture: \(\langle Uv,MUv\rangle=\langle v,U^\dagger MUv\rangle\) for any matrix \(U\), unitary or not.

```lean
omit [DecidableEq n] in
/-- Transforming the state by `U` is the same as transforming the operator to `Uᴴ M U`. -/
theorem expect_mulVec (M U : Matrix n n ℂ) (v : n → ℂ) :
    expect M (U *ᵥ v) = expect (Uᴴ * M * U) v := by
  unfold expect
  rw [Matrix.star_mulVec, ← Matrix.dotProduct_mulVec, Matrix.mulVec_mulVec,
    Matrix.mulVec_mulVec]
```

The main result concerns a matrix \(S\), the symmetry, and a real number \(s\). If \(S\) is Hermitian, \(Sv=sv\) with \(s\neq0\), \(SH=HS\) and \(SA=-AS\), then \(\langle v,(HA-AH)v\rangle=0\). Several of the examples below use the two-level matrices

\[
Z=\begin{pmatrix}1&0\\0&-1\end{pmatrix},\qquad
X=\begin{pmatrix}0&1\\1&0\end{pmatrix},\qquad
R=\begin{pmatrix}0&-1\\1&0\end{pmatrix}.
\]

## The symmetry is Hermitian

A reflection, or the parity of a particle number, is an observable, and `S.IsHermitian` expresses this. By hand, Hermiticity lets \(S\) act to the left. Since \(s\) is real,

\[
v^\dagger S=(Sv)^\dagger=s\,v^\dagger .
\]

In the proof this is `hbra`, obtained by applying `star` to the eigenvalue equation and replacing \(S^\dagger\) by \(S\).

Without Hermiticity the eigenvectors of \(S\) need not be orthogonal, and the result can fail. Take

\[
S=H=\begin{pmatrix}1&-2\\0&-1\end{pmatrix},\qquad
A=\begin{pmatrix}1&0\\1&-1\end{pmatrix},\qquad v=(1,0).
\]

Then \(Sv=v\) and \(SA=-AS\), but the commutator has expectation value \(-2\). In this example \(H\) is not Hermitian and \(A\) is not anti-Hermitian, so it is not a physical model, but the commutator theorem would allow both.

## The state has a definite, nonzero eigenvalue

The hypothesis `hv` says that the state is symmetry-adapted: \(Sv=sv\). For a parity, \(s\) is \(1\) or \(-1\), and `hs : s ≠ 0` is then automatic. The theorem accepts any nonzero real eigenvalue and does not need \(S^2=1\).

Let \(B\) be any matrix with \(SB=-BS\). Evaluating \(\langle v,SBv\rangle\) in two ways gives

\[
s\langle v,Bv\rangle=\langle v,SBv\rangle=-\langle v,BSv\rangle=-s\langle v,Bv\rangle ,
\]

so \(2s\langle v,Bv\rangle=0\), and division by \(2s\) leaves \(\langle v,Bv\rangle=0\). This is the selection rule that an odd operator has no expectation value in a state of definite parity.

```lean
omit [DecidableEq n] in
/-- An operator that anticommutes with a Hermitian symmetry `S` has zero expectation value
in every eigenstate of `S` with nonzero eigenvalue. -/
theorem expect_eq_zero_of_anticommute {S B : Matrix n n ℂ} {v : n → ℂ} {s : ℝ}
    (hS : S.IsHermitian) (hv : S *ᵥ v = (s : ℂ) • v) (hs : s ≠ 0)
    (hB : S * B = -(B * S)) : expect B v = 0 := by
  -- S acting to the left on the bra
  have hbra : star v ᵥ* S = (s : ℂ) • star v := by
    have h := congrArg star hv
    rw [Matrix.star_mulVec, hS.eq] at h
    rw [h]
    ext i
    simp
  have h1 : expect (S * B) v = s * expect B v := by
    unfold expect
    rw [← Matrix.mulVec_mulVec, Matrix.dotProduct_mulVec, hbra, smul_dotProduct, smul_eq_mul]
  -- S moved through B and acting on the ket
  have h2 : expect (S * B) v = -(s * expect B v) := by
    rw [hB]
    unfold expect
    rw [Matrix.neg_mulVec, ← Matrix.mulVec_mulVec, hv, Matrix.mulVec_smul, dotProduct_neg,
      dotProduct_smul, smul_eq_mul]
  have h3 : (s : ℂ) * expect B v = 0 := by linear_combination (h2 - h1) / 2
  exact (mul_eq_zero.mp h3).resolve_left (by exact_mod_cast hs)
```

The two evaluations are `h1`, where \(S\) acts on the bra, and `h2`, where it is moved through \(B\) and acts on the ket. `linear_combination` combines them into \(s\langle v,Bv\rangle=0\), and the last line uses \(s\neq0\) to remove the factor.

If the state mixes the two parities, \(S\) no longer acts on it as multiplication by a number, and the gradient can be nonzero; the two-level model at the end shows this. If \(s=0\) is allowed, the choice \(S=0\) satisfies every other condition for all \(H\), \(A\) and \(v\), and so constrains nothing.

## The Hamiltonian conserves the symmetry and the pool operator reverses it

The condition `hSH : S * H = H * S` says that \(H\) does not couple the symmetry sectors. The condition `hSA : S * A = -(A * S)` says that \(A\) maps each eigenspace of \(S\) into the one with the opposite eigenvalue. This is a precise and rather strong form of symmetry breaking: an operator with both an even and an odd part satisfies neither \(SA=AS\) nor \(SA=-AS\), and the theorem does not apply to it as a whole.

Together the two conditions make the commutator odd:

\[
\begin{aligned}
S(HA)&=HSA=-(HA)S,\\
S(AH)&=-ASH=-(AH)S,
\end{aligned}
\]

and subtraction gives \(S(HA-AH)=-(HA-AH)S\). The selection rule with \(B=HA-AH\) finishes the derivation.

```lean
omit [DecidableEq n] in
/-- If a Hermitian `S` commutes with `H` and anticommutes with the pool operator `A`, the commutator
`HA - AH` has zero expectation value in every eigenstate of `S` with nonzero eigenvalue. -/
theorem commutator_expect_eq_zero {H S A : Matrix n n ℂ} {v : n → ℂ} {s : ℝ}
    (hS : S.IsHermitian) (hv : S *ᵥ v = (s : ℂ) • v) (hs : s ≠ 0)
    (hSH : S * H = H * S) (hSA : S * A = -(A * S)) :
    expect (H * A - A * H) v = 0 := by
  apply expect_eq_zero_of_anticommute hS hv hs
  -- the commutator inherits the odd parity of A
  have h1 : S * (H * A) = -(H * A * S) := by
    rw [← mul_assoc, hSH, mul_assoc, hSA, mul_neg, mul_assoc]
  have h2 : S * (A * H) = -(A * H * S) := by
    rw [← mul_assoc, hSA, neg_mul, mul_assoc, hSH, mul_assoc]
  rw [mul_sub, h1, h2, sub_mul]
  abel
```

The proof runs in the opposite order. It first applies the selection rule, which leaves the oddness of the commutator to be shown; `h1` and `h2` are the two displayed lines.

If \(H\) does not conserve the symmetry, take \(S=Z\), \(v=(1,0)\), \(A=R\) and \(H=X\). Then \(HA-AH=2Z\), with expectation value \(2\). If \(A\) is not odd, take \(S=1\), \(v=(1,1)\), \(A=R\) and \(H=Z\). Every vector is now symmetry-adapted, and the commutator has expectation value \(-4\), or \(-2\) after normalisation.

## An anti-Hermitian generator makes the commutator a slope

The condition `hA : Aᴴ = -A` makes \(e^{\theta A}\) unitary, as a gate on a quantum computer must be. The commutator result does not use it. It enters when the adjoint of the exponential is taken:

\[
E(\theta)=\langle v,e^{\theta A^\dagger}He^{\theta A}v\rangle
=\langle v,e^{-\theta A}He^{\theta A}v\rangle .
\]

The product rule at \(\theta=0\) gives

\[
E'(0)=\langle v,(-AH+HA)v\rangle=\langle v,(HA-AH)v\rangle .
\]

```lean
open scoped Matrix.Norms.Operator in
/-- For an anti-Hermitian pool operator, the slope of the energy at `θ = 0` is the
expectation value of the commutator `HA - AH`. -/
theorem energy_hasDerivAt (H : Matrix n n ℂ) {A : Matrix n n ℂ} (v : n → ℂ)
    (hA : Aᴴ = -A) :
    HasDerivAt (energy H A v) (expect (H * A - A * H) v) 0 := by
  -- the expectation value is linear in the operator
  let L : Matrix n n ℂ →ₗ[ℝ] ℂ :=
    { toFun := fun M => expect M v
      map_add' := by
        intro M N
        simp [expect, Matrix.add_mulVec, dotProduct_add]
      map_smul' := by
        intro c M
        simp [expect, Matrix.smul_mulVec, dotProduct_smul] }
  -- Heisenberg picture: the operator moves, the state stays
  have hE : energy H A v = fun θ : ℝ =>
      L (NormedSpace.exp (θ • (-A)) * H * NormedSpace.exp (θ • A)) := by
    funext θ
    change expect H (NormedSpace.exp (θ • A) *ᵥ v) = expect _ v
    rw [expect_mulVec, ← Matrix.exp_conjTranspose, Matrix.conjTranspose_smul, hA,
      star_trivial]
  have hd : HasDerivAt (fun θ : ℝ =>
      NormedSpace.exp (θ • (-A)) * H * NormedSpace.exp (θ • A)) (H * A - A * H) 0 := by
    have h1 := hasDerivAt_exp_smul_const (-A) (0 : ℝ)
    have h2 := hasDerivAt_exp_smul_const A (0 : ℝ)
    refine ((h1.mul_const H).mul h2).congr_deriv ?_
    simp only [zero_smul, NormedSpace.exp_zero, one_mul, mul_one]
    noncomm_ring
  rw [hE]
  exact (LinearMap.toContinuousLinearMap L).hasFDerivAt.comp_hasDerivAt (0 : ℝ) hd
```

In Lean, `hE` is the rewriting of \(E(\theta)\), and it is the step that uses `hA`. The statement `hd` differentiates the matrix product \(e^{-\theta A}He^{\theta A}\). The map `L`, which sends an operator to its expectation value, is linear, and on a finite-dimensional space it is therefore continuous, so the derivative passes through it.

The vanishing gradient is now a statement about the energy curve. In `HasDerivAt (energy H A v) 0 0`, the first zero is the slope and the second is the point \(\theta=0\).

```lean
/-- An anti-Hermitian pool operator that anticommutes with a Hermitian symmetry of `H` has zero
energy gradient at `θ = 0` on every eigenstate of that symmetry with nonzero eigenvalue. -/
theorem pool_gradient_eq_zero {H S A : Matrix n n ℂ} {v : n → ℂ} {s : ℝ}
    (hS : S.IsHermitian) (hv : S *ᵥ v = (s : ℂ) • v) (hs : s ≠ 0)
    (hSH : S * H = H * S) (hSA : S * A = -(A * S)) (hA : Aᴴ = -A) :
    HasDerivAt (energy H A v) 0 0 := by
  have h := energy_hasDerivAt H v hA
  rwa [commutator_expect_eq_zero hS hv hs hSH hSA] at h
```

Without anti-Hermiticity the slope is \(\langle v,(A^\dagger H+HA)v\rangle\), which generally differs from the commutator expression. For \(H=A=1\) the slope is \(2\langle v,v\rangle\), while the commutator vanishes; this slope comes from the growth of the norm, because \(e^{\theta A}\) is not unitary and \(E(\theta)\) is not divided by the squared norm of \(e^{\theta A}v\). The zero slope itself survives under the other hypotheses: \(A^\dagger\) also anticommutes with the Hermitian \(S\), so \(A^\dagger H+HA\) is odd as well.

## An involution makes the whole energy curve even

A reflection applied twice does nothing, which is `hS2 : S * S = 1`. Together with \(s=\pm1\), this gives a result at every \(\theta\). Conjugating the exponential series term by term yields

\[
S e^{\theta A}S=e^{\theta SAS}=e^{-\theta A},
\]

because \(SAS=-AS^2=-A\). Write \(x=e^{\theta A}v\). Then \(e^{-\theta A}v=Se^{\theta A}Sv=s\,Sx\), and since \(s^2=1\),

\[
E(-\theta)=\langle Sx,HSx\rangle=\langle x,SHSx\rangle=\langle x,Hx\rangle=E(\theta).
\]

```lean
/-- If a Hermitian involution `S` commutes with `H` and anticommutes with `A`, and `v` satisfies `S
v = s v` with `s` equal to `1` or `-1`, the energy is an even function of the parameter. -/
theorem energy_even {H S A : Matrix n n ℂ} {v : n → ℂ} {s : ℝ}
    (hS : S.IsHermitian) (hS2 : S * S = 1) (hv : S *ᵥ v = (s : ℂ) • v)
    (hs : s = 1 ∨ s = -1) (hSH : S * H = H * S) (hSA : S * A = -(A * S)) (θ : ℝ) :
    energy H A v (-θ) = energy H A v θ := by
  -- conjugation by S reverses the rotation
  have hexp : NormedSpace.exp ((-θ) • A) = S * NormedSpace.exp (θ • A) * S := by
    have hinv : S⁻¹ = S := Matrix.inv_eq_right_inv hS2
    have h := Matrix.exp_conj S (θ • A) ⟨⟨S, S, hS2, hS2⟩, rfl⟩
    rw [hinv] at h
    have hc : S * (θ • A) * S = (-θ) • A := by
      rw [mul_smul_comm, smul_mul_assoc, hSA, neg_mul, mul_assoc, hS2, mul_one, smul_neg,
        neg_smul]
    rw [← hc, h]
  -- the sign of the state drops out of the energy
  have hsign : ∀ x : n → ℂ, expect H ((s : ℂ) • x) = expect H x := by
    intro x
    rcases hs with rfl | rfl <;> simp [expect, Matrix.mulVec_neg]
  unfold energy
  rw [hexp, ← Matrix.mulVec_mulVec, hv, Matrix.mulVec_smul, hsign, ← Matrix.mulVec_mulVec,
    expect_mulVec H S, hS.eq, hSH, mul_assoc, hS2, mul_one]
```

Here `hexp` is the conjugation formula, with \(S\) serving as its own inverse, and `hsign` removes the factor \(s\). The final rewriting moves the remaining \(S\) from the state to the Hamiltonian, where \(SHS=H\). Anti-Hermiticity of \(A\) is not needed.

The involution condition is convenient for this proof, but evenness holds more widely. For a Hermitian \(S\) with \(Sv=sv\) and \(s\neq0\), the eigenspace of \(S^2\) with eigenvalue \(s^2\) contains \(v\) and is preserved by \(H\) and \(A\). On that space \(S/s\) is an involution, and the same argument applies.

## A two-level state with and without definite parity

The matrices \(Z\) and \(R\) appear in the code as `pauliZ` and `rotor`. With \(H=S=Z\), the Hamiltonian commutes with the symmetry trivially.

```lean
/-- The Pauli matrix `Z` of a two-level system. -/
def pauliZ : Matrix (Fin 2) (Fin 2) ℂ := !![1, 0; 0, -1]

/-- The real generator of rotations between the two levels. -/
def rotor : Matrix (Fin 2) (Fin 2) ℂ := !![0, -1; 1, 0]
```

The next theorem confirms the remaining relations for \(v=(1,0)\) with \(s=1\), by comparing entries.

```lean
/-- `pauliZ` is a Hermitian involution that fixes the first basis state and anticommutes with
`rotor`, and `rotor` is anti-Hermitian. -/
theorem two_level_witness :
    pauliZ.IsHermitian ∧ pauliZ * pauliZ = 1 ∧
      pauliZ *ᵥ ![1, 0] = ((1 : ℝ) : ℂ) • ![1, 0] ∧
      pauliZ * rotor = -(rotor * pauliZ) ∧ rotorᴴ = -rotor := by
  refine ⟨?_, ?_, ?_, ?_, ?_⟩
  · ext i j
    fin_cases i <;> fin_cases j <;> simp [pauliZ]
  · ext i j
    fin_cases i <;> fin_cases j <;> simp [pauliZ, Matrix.mul_apply, Fin.sum_univ_succ]
  · ext i
    fin_cases i <;> simp [pauliZ, Matrix.mulVec, dotProduct, Fin.sum_univ_succ]
  · ext i j
    fin_cases i <;> fin_cases j <;>
      simp [pauliZ, rotor, Matrix.mul_apply, Fin.sum_univ_succ]
  · ext i j
    fin_cases i <;> fin_cases j <;> simp [rotor]
```

For this state \(E(\theta)=\cos2\theta\), which is even and has zero slope at the origin. Since \(v\) is here also an eigenvector of the Hermitian \(H\), the slope would vanish for any anti-Hermitian generator. That point is a maximum: the energy falls from \(1\) to \(-1\) at \(\theta=\pi/2\). A zero gradient therefore does not mean that the operator is unable to lower the energy at finite \(\theta\).

The vector \((1,1)\) is not an eigenvector of \(Z\). The matrices are unchanged, so only the condition on the state fails, and the commutator expectation value becomes \(-4\). For the normalised state \((1,1)/\sqrt2\) the slope is \(-2\).

```lean
/-- For the unnormalised vector `(1, 1)`, the commutator of `pauliZ` and `rotor` has `expect` value
`-4`. -/
theorem superposition_gradient :
    expect (pauliZ * rotor - rotor * pauliZ) ![1, 1] = -4 := by
  have h : pauliZ * rotor - rotor * pauliZ = !![0, -2; -2, 0] := by
    ext i j
    fin_cases i <;> fin_cases j <;>
      simp [pauliZ, rotor] <;> norm_num
  rw [h]
  simp only [expect, Matrix.mulVec, dotProduct, Fin.sum_univ_two, Pi.star_apply]
  norm_num

end

end AdaptiveAnsatzSymmetry
```

The proof computes the commutator as a matrix with off-diagonal entries \(-2\) and then sums the entries.

## Screening a pool before measuring gradients

In an adaptive variational algorithm of the ADAPT type, each iteration estimates \(\langle v,(HA-AH)v\rangle\) for every operator in the pool and appends one with a large magnitude. For exact expectation values in a finite basis, and a new parameter that starts at zero, the result says that operators odd under a conserved parity will not be selected by this criterion while the current state has definite parity. They can be removed from the list before anything is measured; with finite sampling, their estimated gradients would scatter around zero.

In a qubit code the test is inexpensive. Two Pauli strings anticommute exactly when the number of positions at which they carry different non-identity letters is odd. If the symmetry is a Pauli string and the pool operator is a sum of strings, it suffices that each string in the sum anticommutes with the symmetry. In the Jordan–Wigner encoding, the parity of the number of spin-up electrons is a product of \(Z\) matrices, and a Hartree–Fock determinant with definite spin occupations is an eigenstate of it. A single excitation that flips one spin changes this parity and is screened out, provided that the Hamiltonian conserves it.

The screening is no longer justified by this result once the state loses its parity, and the removed operators may then have nonzero gradients. Appending \(e^{\theta A}\) with an \(A\) that commutes with \(S\) keeps the state in its sector, so a pool restricted to such operators preserves the condition from one iteration to the next.

```lean
#print axioms AdaptiveAnsatzSymmetry.pool_gradient_eq_zero
-- 'AdaptiveAnsatzSymmetry.pool_gradient_eq_zero' depends on axioms: [propext, Classical.choice, Quot.sound]
#print axioms AdaptiveAnsatzSymmetry.energy_even
-- 'AdaptiveAnsatzSymmetry.energy_even' depends on axioms: [propext, Classical.choice, Quot.sound]
#print axioms AdaptiveAnsatzSymmetry.superposition_gradient
-- 'AdaptiveAnsatzSymmetry.superposition_gradient' depends on axioms: [propext, Classical.choice, Quot.sound]
```
